# Infinite variance of the double-occupancy estimator in a charge-field Hubbard atom with nonzero coupling

Consider a single site that holds up to one electron of each spin, with repulsion \(U>0\), at half filling and inverse temperature \(\beta\). With \(n=n_\uparrow+n_\downarrow\) its Hamiltonian, including the chemical-potential term \(-\tfrac U2n\) that fixes half filling, is \(\tfrac U2(n-1)^2\) up to a constant. The Boltzmann factor can be written as an average over a real auxiliary field \(x\) coupled to the charge:

\[
e^{-a^2(n-1)^2/2}=\int_{-\infty}^{\infty}\frac{dx}{\sqrt{2\pi}}\,e^{-x^2/2}\,e^{iax(n-1)},\qquad a=\sqrt{\beta U}.
\]

For a fixed field the two spins are independent. Summing over the four occupation states gives \(e^{-iax}(1+e^{iax})^2=4\cos^2(ax/2)\), which is never negative, so the field can be sampled without a sign problem. Do the estimators measured on those samples also have finite variance?

## The density estimator has a finite second moment, the double-occupancy estimator does not

Dropping the constant factors, let

\[
w(x)=e^{-x^2/2}\cos^2(ax/2),\qquad \rho(x)=\frac{w(x)}{Z},\qquad Z=\int w(y)\,dy,\qquad g(x)=\frac{e^{iax}}{1+e^{iax}}.
\]

Here \(g\) is the mean occupation of one spin in the field \(x\), and \(g^2\) is the estimator of the double occupancy. Write \(E\) for the average over \(\rho\). The claim is that for every real \(a\neq0\),

\[
E|g|^2<\infty,\qquad E|g^2|<\infty,\qquad E|g^2|^2=\infty .
\]

All three follow from one criterion: for a natural number \(p\), \(E|g|^p\) is finite exactly when \(p\le2\).

**The integrand.** Taking out half the phase gives

\[
1+e^{iax}=e^{iax/2}\left(e^{-iax/2}+e^{iax/2}\right)=2\cos(ax/2)\,e^{iax/2}.
\]

With \(c=|\cos(ax/2)|\) we have \(|g|=1/(2c)\) away from the zeros of the cosine, and therefore

\[
w\,|g|^p=e^{-x^2/2}\,\frac{c^2}{(2c)^p}.
\]

**The normalisation.** The weight is continuous, nonnegative and at most \(e^{-x^2/2}\), so \(Z\) is finite. Since \(w(0)=1\), \(Z\) is also positive. Dividing by it changes no question of finiteness.

**Powers up to two.** The factor \(c^2/(2c)^p\) equals \(c^2\), \(c/2\) and \(1/4\) for \(p=0,1,2\). Each is at most 1, so the integrand lies below the Gaussian and its integral is finite.

**Powers from three on.** Look near the node \(x_0=\pi/a\), and put \(d=|x-x_0|\) and \(t=|a|d/2\). Because

\[
\cos(ax/2)=\cos\!\left(\tfrac{\pi}{2}+\tfrac{a(x-x_0)}{2}\right)=-\sin\!\left(\tfrac{a(x-x_0)}{2}\right),
\]

we have \(c=\sin t\) and \(0<c\le t\) when \(0<t<1/2\). Then \(2c<1\), so raising the power from 3 to \(p\) can only increase \((2c)^{-p}\):

\[
\frac{c^2}{(2c)^p}\ge\frac{c^2}{(2c)^3}=\frac1{8c}\ge\frac1{8t}=\frac1{4|a|d}.
\]

Let \(m=\tfrac12e^{-x_0^2/2}\). Close enough to \(x_0\) the Gaussian exceeds \(m\), and the integrand is at least \(m/(4|a|d)\). The integral of \(1/d\) diverges logarithmically at the node, so \(E|g|^p=\infty\).

**The double occupancy.** Since \(|g^2|^p=|g|^{2p}\), the first absolute moment of \(g^2\) is the case of power 2, which is finite, and its second is the case of power 4, which is infinite. The double zero of the weight compensates \(|g|^2\) but not \(|g|^4\).

In this one-site, one-field model, then, a plain sample mean of \(g^2\) over independent draws from \(\rho\) converges to a finite value, but the usual error bar from the sample variance has no finite variance to estimate.

## The limit of vanishing coupling

At \(a=0\) the density \(\rho\) is the standard normal one and \(g=1/2\) everywhere, so \(E|g^2|^2=1/16\). For every \(a\neq0\), however small, the same moment is infinite. The nodes nearest the origin sit at \(\pm\pi/|a|\), where the Gaussian factor is \(e^{-\pi^2/(2a^2)}\). At small \(a\) a finite run may therefore never come near a node, and its sample variance can look harmless.

## Weight, estimator and moments in Lean

```lean
import Mathlib

open MeasureTheory Filter Topology
open Complex (I)
open scoped Real ENNReal

namespace ChargeFieldVariance

noncomputable section
```

The weight is \(w\), with the coupling `a` and the field `x` as real arguments.

```lean
/-- Unnormalised charge-field weight of the half-filled Hubbard atom. -/
def weight (a x : ℝ) : ℝ := Real.exp (-x ^ 2 / 2) * Real.cos (a * x / 2) ^ 2
```

The sampling density \(\rho\) divides it by its integral over the real line.

```lean
/-- Sampling density: the weight divided by its integral over the real line. -/
def density (a x : ℝ) : ℝ := weight a x / ∫ y, weight a y
```

The estimator \(g\) is complex-valued. At a node Lean's division by zero gives `occ` the value 0; the nodes are countably many points and affect no integral.

```lean
/-- Density estimator for one spin in the field `x`, meaningful where `cos (a x / 2) ≠ 0`. -/
def occ (a x : ℝ) : ℂ := Complex.exp (I * a * x) / (1 + Complex.exp (I * a * x))
```

The absolute moment \(E|f|^p\) takes values in `ℝ≥0∞`, the nonnegative reals with infinity adjoined. An infinite moment is thus literally the value `∞`.

```lean
/-- The `p`-th absolute moment of an estimator `f` under the sampling density, possibly infinite. -/
def absMoment (a : ℝ) (f : ℝ → ℂ) (p : ℕ) : ℝ≥0∞ :=
  ∫⁻ x, ENNReal.ofReal (density a x * ‖f x‖ ^ p)
```

These definitions are where the formal development starts: the Hamiltonian and the field decoupling that lead to them are not formalised. The model has one site and one field variable, and says nothing of lattices or of many time slices. The moments are those of the modulus of a complex estimator. For \(a\neq0\) the real part of \(g^2\), which is \(\tfrac14\left(1-\tan^2(ax/2)\right)\), also has an infinite second moment, because its square times the weight still grows like \(1/\cos^2(ax/2)\) at the nodes; this is not formalised.

## From the spin factor to the integrand

The first lemma is the half-phase factorisation. In its proof `h1` writes \(e^{iax}\) as the square of \(e^{iax/2}\), `h2` says that the two opposite half phases multiply to 1, and `h` combines them. Taking norms removes the phase.

```lean
/-- The modulus of the one-spin factor `1 + exp (iax)`. -/
theorem norm_spin_factor (a x : ℝ) :
    ‖1 + Complex.exp (I * a * x)‖ = 2 * |Real.cos (a * x / 2)| := by
  have h1 : Complex.exp (I * a * x) = Complex.exp (((a * x / 2 : ℝ) : ℂ) * I) ^ 2 := by
    rw [← Complex.exp_nat_mul]
    congr 1
    push_cast
    ring
  have h2 : Complex.exp (-((a * x / 2 : ℝ) : ℂ) * I) *
      Complex.exp (((a * x / 2 : ℝ) : ℂ) * I) = 1 := by
    rw [← Complex.exp_add, neg_mul, neg_add_cancel, Complex.exp_zero]
  have h : 1 + Complex.exp (I * a * x) =
      2 * (Real.cos (a * x / 2) : ℂ) * Complex.exp (((a * x / 2 : ℝ) : ℂ) * I) := by
    rw [h1, Complex.ofReal_cos, Complex.cos]
    linear_combination -h2
  rw [h, norm_mul, norm_mul, Complex.norm_exp_ofReal_mul_I, Complex.norm_real,
    Real.norm_eq_abs]
  simp
```

The next lemma ties the weight to the physics: up to the factor 4, it is the Gaussian times the squared modulus of the one-spin factor. At half filling this squared modulus equals \(e^{-iax}(1+e^{iax})^2\), the sum over states found above. The later proofs do not use this lemma.

```lean
/-- The weight is a Gaussian times the squared modulus of the one-spin factor, over four. -/
theorem weight_eq_spin_factors (a x : ℝ) :
    weight a x = Real.exp (-x ^ 2 / 2) * ‖1 + Complex.exp (I * a * x)‖ ^ 2 / 4 := by
  rw [norm_spin_factor, mul_pow, sq_abs, weight]
  ring
```

The formula for \(w|g|^p\) follows from the modulus of the spin factor and \(|e^{iax}|=1\).

```lean
/-- The unnormalised integrand of the `p`-th absolute moment of the density estimator, written with
the modulus of the cosine. -/
theorem weight_mul_norm_pow (a x : ℝ) (p : ℕ) : weight a x * ‖occ a x‖ ^ p =
    Real.exp (-x ^ 2 / 2) *
      (|Real.cos (a * x / 2)| ^ 2 * ((2 * |Real.cos (a * x / 2)|)⁻¹) ^ p) := by
  have h1 : ‖Complex.exp (I * a * x)‖ = 1 := by
    have h : I * a * x = ((a * x : ℝ) : ℂ) * I := by push_cast; ring
    rw [h, Complex.norm_exp_ofReal_mul_I]
  rw [occ, norm_div, h1, norm_spin_factor, one_div, weight, sq_abs, mul_assoc]
```

## Normalisation and finiteness

Mathlib's Gaussian integrability result, taken with coefficient \(1/2\), supplies the majorant.

```lean
/-- The Gaussian field weight is integrable. -/
theorem integrable_gaussian : Integrable (fun x : ℝ => Real.exp (-x ^ 2 / 2)) :=
  (integrable_exp_neg_mul_sq (by norm_num : (0 : ℝ) < 1 / 2)).congr
    (ae_of_all _ fun x => by
      show Real.exp (-(1 / 2) * x ^ 2) = Real.exp (-x ^ 2 / 2)
      congr 1
      ring)
```

Positivity of \(Z\) is proved as by hand. The weight is integrable because it is bounded by the Gaussian, and the set where it is nonzero is open and contains 0, so it has positive measure.

```lean
/-- The normalisation integral of the charge-field weight is positive. -/
theorem integral_weight_pos (a : ℝ) : 0 < ∫ x, weight a x := by
  have hc : Continuous (fun x => weight a x) := by
    unfold weight
    fun_prop
  have h0 : ∀ x, 0 ≤ weight a x := fun x => by unfold weight; positivity
  have hi : Integrable (fun x => weight a x) :=
    integrable_gaussian.mono' hc.aestronglyMeasurable (ae_of_all _ fun x => by
      rw [Real.norm_eq_abs, abs_of_nonneg (h0 x), weight]
      exact mul_le_of_le_one_right (Real.exp_pos _).le (Real.cos_sq_le_one _))
  exact (integral_pos_iff_support_of_nonneg h0 hi).2
    (hc.isOpen_support.measure_pos volume ⟨0, by
      show weight a 0 ≠ 0
      simp [weight]⟩)
```

The following lemma turns a question about an extended integral into one about ordinary integrability. It also takes out the positive constant \(1/Z\), which leaves the unnormalised integrand \(w|g|^p\).

```lean
/-- A moment of the density estimator is finite exactly when its unnormalised integrand
is integrable. -/
theorem absMoment_lt_top_iff (a : ℝ) (p : ℕ) : absMoment a (occ a) p < ∞ ↔
    Integrable (fun x => weight a x * ‖occ a x‖ ^ p) := by
  have hZ := integral_weight_pos a
  have hw : Measurable (fun x => weight a x) := by
    unfold weight
    fun_prop
  have hc : Continuous (fun x : ℝ => Complex.exp (I * a * x)) := by fun_prop
  have hg : Measurable (fun x => occ a x) :=
    hc.measurable.div (measurable_const.add hc.measurable)
  have hm : Measurable (fun x => density a x * ‖occ a x‖ ^ p) :=
    (hw.div_const _).mul (hg.norm.pow_const p)
  have h0 : ∀ x, 0 ≤ density a x * ‖occ a x‖ ^ p := fun x =>
    mul_nonneg (div_nonneg (by unfold weight; positivity) hZ.le) (by positivity)
  have e : (fun x => density a x * ‖occ a x‖ ^ p) =
      fun x => (∫ y, weight a y)⁻¹ * (weight a x * ‖occ a x‖ ^ p) := by
    funext x
    rw [density, div_eq_inv_mul, mul_assoc]
  rw [← integrable_const_mul_iff (IsUnit.mk0 _ (inv_ne_zero hZ.ne')), ← e, absMoment,
    ← hasFiniteIntegral_iff_ofReal (ae_of_all _ h0)]
  exact ⟨fun h => ⟨hm.aestronglyMeasurable, h⟩, fun h => h.2⟩
```

## The threshold at the second power

The criterion is stated for every real `a ≠ 0`, of either sign, and every natural `p`. Some condition that excludes `a = 0` is needed, since there all moments are finite.

The first half of the proof assumes integrability with \(p\ge3\) and derives a contradiction. The sets in `h1` and `h2` are the neighbourhoods of \(\pi/a\) on which \(t<1/2\) and the Gaussian exceeds \(m\). The Mathlib lemma `not_intervalIntegrable_of_sub_inv_isBigO_punctured` states that a function which dominates a multiple of \(1/|x-x_0|\) near \(x_0\) is not integrable on an interval containing \(x_0\); here the interval runs from \(\pi/a\) to \(\pi/a+1\). Inside, `hcos` is \(c=\sin t\), `hct` is \(c\le t\), and `h3` compares the powers 3 and \(p\). The `calc` block assembles

\[
\frac1d\le\frac{4|a|}{m}\,w|g|^p,
\]

which is the lower bound found above, rearranged.

The second half assumes \(p\le2\). The bound `hb` says that \(c^2/(2c)^p\le1\) for \(0\le c\le1\), with \(c=0\) handled separately and `interval_cases` producing the three powers. The Gaussian then dominates the integrand.

```lean
/-- For nonzero coupling, the `p`-th absolute moment of the density estimator, with `p` a
natural number, is finite exactly when `p ≤ 2`. -/
theorem moment_finite_iff {a : ℝ} (ha : a ≠ 0) (p : ℕ) :
    absMoment a (occ a) p < ∞ ↔ p ≤ 2 := by
  rw [absMoment_lt_top_iff]
  simp only [weight_mul_norm_pow]
  constructor
  · intro hI
    by_contra hp
    have hp3 : 3 ≤ p := by omega
    have ha' := abs_pos.2 ha
    have h1 : {x : ℝ | |a * (x - π / a) / 2| < 1 / 2} ∈ 𝓝 (π / a) :=
      (isOpen_lt (by fun_prop) continuous_const).mem_nhds (by simp)
    have h2 : {x : ℝ | Real.exp (-(π / a) ^ 2 / 2) / 2 < Real.exp (-x ^ 2 / 2)} ∈ 𝓝 (π / a) :=
      (isOpen_lt continuous_const (by fun_prop)).mem_nhds (half_lt_self (Real.exp_pos _))
    have hm : 0 < Real.exp (-(π / a) ^ 2 / 2) / 2 := by positivity
    generalize Real.exp (-(π / a) ^ 2 / 2) / 2 = m at h2 hm
    -- near the node the integrand dominates a multiple of 1 / |x - π / a|
    refine not_intervalIntegrable_of_sub_inv_isBigO_punctured (a := π / a) (b := π / a + 1)
      (c := π / a) (Asymptotics.IsBigO.of_bound (4 * |a| / m) ?_) (lt_add_one _).ne
      Set.left_mem_uIcc hI.intervalIntegrable
    filter_upwards [self_mem_nhdsWithin, mem_nhdsWithin_of_mem_nhds h1,
      mem_nhdsWithin_of_mem_nhds h2] with x hx ht hG
    have hd : 0 < |x - π / a| := abs_pos.2 (sub_ne_zero.2 hx)
    have ht' : |a * (x - π / a) / 2| < 1 / 2 := ht
    have hG' : m < Real.exp (-x ^ 2 / 2) := hG
    have habs : |a * (x - π / a) / 2| = |a| * |x - π / a| / 2 := by
      rw [abs_div, abs_mul, abs_two]
    have hcos : |Real.cos (a * x / 2)| = Real.sin (|a| * |x - π / a| / 2) := by
      have h : a * (π / a) = π := by field_simp
      have h' : a * x / 2 = a * (x - π / a) / 2 + π / 2 := by linear_combination (1 / 2) * h
      rw [h', Real.cos_add_pi_div_two, abs_neg,
        Real.abs_sin_eq_sin_abs_of_abs_le_pi (by linarith [Real.pi_gt_three]), habs]
    rw [habs] at ht'
    have hc : 0 < |Real.cos (a * x / 2)| := by
      rw [hcos]
      exact Real.sin_pos_of_pos_of_lt_pi (by positivity) (by linarith [Real.pi_gt_three])
    have hct : |Real.cos (a * x / 2)| ≤ |a| * |x - π / a| / 2 := by
      rw [hcos]
      exact Real.sin_le (by positivity)
    refine le_trans ?_ (mul_le_mul_of_nonneg_left (Real.le_norm_self _) (by positivity))
    rw [norm_inv, Real.norm_eq_abs]
    clear hcos
    generalize |Real.cos (a * x / 2)| = c at hc hct ⊢
    have h3 : ((2 * c)⁻¹) ^ 3 ≤ ((2 * c)⁻¹) ^ p :=
      pow_le_pow_right₀ ((one_le_inv₀ (by positivity)).2 (by linarith)) hp3
    calc |x - π / a|⁻¹ = |a| / 2 * (|a| * |x - π / a| / 2)⁻¹ := by
          generalize |x - π / a| = d at hd ⊢
          field_simp
      _ ≤ |a| / 2 * c⁻¹ := mul_le_mul_of_nonneg_left (inv_anti₀ hc hct) (by positivity)
      _ = 4 * |a| / m * (m * (c ^ 2 * ((2 * c)⁻¹) ^ 3)) := by
          field_simp
          norm_num
      _ ≤ _ := mul_le_mul_of_nonneg_left (mul_le_mul hG'.le
          (mul_le_mul_of_nonneg_left h3 (by positivity)) (by positivity)
          (Real.exp_pos _).le) (by positivity)
  · intro hp
    have hc : Measurable (fun x : ℝ => |Real.cos (a * x / 2)|) :=
      (by fun_prop : Continuous (fun x : ℝ => |Real.cos (a * x / 2)|)).measurable
    have hb : ∀ c : ℝ, 0 ≤ c → c ≤ 1 → c ^ 2 * ((2 * c)⁻¹) ^ p ≤ 1 := by
      intro c h0 h1
      rcases h0.eq_or_lt with h | h
      · rw [← h]
        simp
      · interval_cases p
        · rw [pow_zero, mul_one]
          exact pow_le_one₀ h0 h1
        · have e : c ^ 2 * ((2 * c)⁻¹) ^ 1 = c / 2 := by field_simp
          rw [e]
          linarith
        · have e : c ^ 2 * ((2 * c)⁻¹) ^ 2 = 1 / 4 := by
            field_simp
            norm_num
          rw [e]
          norm_num
    -- the Gaussian itself is an integrable majorant
    refine integrable_gaussian.mono' (integrable_gaussian.aestronglyMeasurable.mul
      ((hc.pow_const 2).mul ((hc.const_mul 2).inv.pow_const p)).aestronglyMeasurable)
      (ae_of_all _ fun x => ?_)
    rw [Real.norm_eq_abs, abs_of_nonneg (by positivity)]
    exact mul_le_of_le_one_right (Real.exp_pos _).le
      (hb _ (abs_nonneg _) (Real.abs_cos_le_one _))
```

## Finite mean, infinite second moment

The final theorem has five parts, for every real `a ≠ 0`: the density is nonnegative, it integrates to 1, \(E|g|^2\) is finite, \(E|g^2|\) is finite, and \(E|g^2|^2\) equals `∞`. The auxiliary identity `e` is \(|g^2|^p=|g|^{2p}\) at the level of moments, and the last three parts are the criterion at the powers 2, 2 and 4. Because the mean of \(g^2\) is finite, an infinite second absolute moment means an infinite variance.

```lean
/-- For nonzero coupling the sampling density is nonnegative and normalised, the density
estimator has finite second absolute moment, and the double-occupancy estimator has finite
first but infinite second absolute moment. -/
theorem double_occupancy_infinite_variance {a : ℝ} (ha : a ≠ 0) :
    (∀ x, 0 ≤ density a x) ∧ ∫ x, density a x = 1 ∧
    absMoment a (occ a) 2 < ∞ ∧
    absMoment a (fun x => occ a x ^ 2) 1 < ∞ ∧
    absMoment a (fun x => occ a x ^ 2) 2 = ∞ := by
  have hZ := integral_weight_pos a
  have e : ∀ p, absMoment a (fun x => occ a x ^ 2) p = absMoment a (occ a) (2 * p) := by
    intro p
    simp only [absMoment, norm_pow, pow_mul]
  refine ⟨fun x => div_nonneg (by unfold weight; positivity) hZ.le, ?_,
    (moment_finite_iff ha 2).2 le_rfl, ?_, ?_⟩
  · simp only [density]
    rw [integral_div, div_self hZ.ne']
  · rw [e]
    exact (moment_finite_iff ha _).2 (by norm_num)
  · rw [e]
    by_contra h
    exact absurd ((moment_finite_iff ha _).1 (lt_top_iff_ne_top.2 h)) (by norm_num)

end

end ChargeFieldVariance
```

```lean
#print axioms ChargeFieldVariance.weight_eq_spin_factors
#print axioms ChargeFieldVariance.double_occupancy_infinite_variance
```

```
'ChargeFieldVariance.weight_eq_spin_factors' depends on axioms: [propext, Classical.choice, Quot.sound]
'ChargeFieldVariance.double_occupancy_infinite_variance' depends on axioms: [propext, Classical.choice, Quot.sound]
```
